# A level with constant Lorentzian broadening has a finite occupation and a logarithmically divergent band energy

## A cutoff in the definition of the band energy

Take a single level whose spectral weight is spread over energies $w$ by a Lorentzian $A(w)$, and fill all states up to the Fermi level at $w=0$. The band energy would then be the integral of $w\,A(w)$ over the half-line $w\le 0$, but this integral diverges. The band energy is therefore defined here with a lower cutoff $-L$,

$$E(L)=\int_{-L}^{0} w\,A(w)\,dw ,$$

and the divergence becomes a statement about $E(L)$ as $L\to\infty$. The choice matters in Lean, because Mathlib assigns the value zero to the integral of a non-integrable function: a definition without the cutoff would have returned a band energy of zero and hidden the problem.

## Where the Lorentzian comes from

Let $e$ be the energy of the level, measured from the Fermi level, and let $h>0$ be its half-width at half maximum. The spectral function is

$$A(w)=\frac{h/\pi}{(w-e)^2+h^2}.$$

It equals $-\frac1\pi\,\mathrm{Im}\,G(w)$ for the retarded Green's function $G(w)=1/(w-e+ih)$. The parameter $h$ thus stands for a decay rate that is the same at every energy. For a quasiparticle this form describes the peak near $w=e$. The model extends it to all energies, including those far below any real band.

That extension leaves the occupation finite but makes the band energy diverge. Far below the level, $A(w)$ falls off like $h/(\pi w^2)$, which can be integrated out to $-\infty$. The factor $w$ turns this tail into $h/(\pi w)$, whose integral grows like a logarithm.

In a calculation that obtains the band energy by integrating $w$ times the density of states of one such level, with constant width and at zero temperature, the result therefore depends on where the energy window begins. Once the window is large, each further enlargement by the same factor changes the answer by nearly the same amount.

## The limits derived by hand

**Occupation.** Taking $h^2$ out of the denominator gives

$$A(w)=\frac{1}{\pi h}\,\frac{1}{1+\left(\frac{w-e}{h}\right)^2}.$$

With $x=(w-e)/h$, the integral over all $w$ becomes $\frac1\pi\int_{-\infty}^{\infty}\frac{dx}{1+x^2}=1$. Since $A$ is positive, its integral over $w\le0$ is finite as well.

**A primitive for the energy.** Write $w=(w-e)+e$, so that

$$w\,A(w)=\frac{h}{\pi}\,\frac{w-e}{(w-e)^2+h^2}+\frac{e}{\pi}\,\frac{h}{(w-e)^2+h^2}.$$

The first term is the derivative of $\frac{h}{2\pi}\ln\big((w-e)^2+h^2\big)$, and the second is the derivative of $\frac e\pi\arctan\frac{w-e}{h}$. A primitive is therefore

$$F(w)=\frac{h}{2\pi}\ln\big((w-e)^2+h^2\big)+\frac e\pi\arctan\frac{w-e}{h}.$$

**The closed form.** Evaluating $F(0)-F(-L)$, and using that the arctangent is odd, gives

$$E(L)=\frac{h}{2\pi}\Big[\ln(e^2+h^2)-\ln\big((L+e)^2+h^2\big)\Big]+\frac e\pi\Big[\arctan\frac{L+e}{h}-\arctan\frac eh\Big].$$

For a level at the Fermi energy, $e=0$, this is simply $E(L)=-\frac{h}{2\pi}\ln(1+L^2/h^2)$.

**Separating the logarithm.** For $L>0$,

$$(L+e)^2+h^2=L^2\left[\Big(1+\frac eL\Big)^2+\Big(\frac hL\Big)^2\right],$$

so that $\ln\big((L+e)^2+h^2\big)=2\ln L+r(L)$, where $r(L)$ is the logarithm of the square bracket. The bracket tends to $1$, hence $r(L)\to0$. The arctangent of $(L+e)/h$ tends to $\pi/2$ because $h>0$. Inserting both into the closed form gives

$$E(L)+\frac h\pi\ln L\;\longrightarrow\; C=\frac{h}{2\pi}\ln(e^2+h^2)+\frac e\pi\Big(\frac\pi2-\arctan\frac eh\Big).$$

**The quotient.** For $L>1$ the logarithm is positive, and

$$\frac{E(L)}{\ln L}=\frac{E(L)+\frac h\pi\ln L}{\ln L}-\frac h\pi .$$

The first numerator converges to $C$ while its denominator grows without bound, so the quotient tends to $-h/\pi$. Unless $C$ happens to be zero, it does so slowly, with an error of order $1/\ln L$. For a comparison with numbers, the law with the constant $C$ is more useful.

**Divergence.** Since $E(L)$ is a convergent quantity minus $\frac h\pi\ln L$, it tends to $-\infty$. If $w\,A(w)$ were integrable over $w\le0$, the integrals over $[-L,0]$ would converge to a finite number. They do not, so it is not integrable.

**Changing the cutoff.** For $k>0$ and $L>0$, use $\ln(kL)=\ln k+\ln L$ to write

$$E(kL)-E(L)=\Big[E(kL)+\frac h\pi\ln(kL)\Big]-\Big[E(L)+\frac h\pi\ln L\Big]-\frac h\pi\ln k .$$

Both brackets tend to $C$, so the difference tends to $-\frac h\pi\ln k$. Doubling a large window lowers the band energy by about $0.22\,h$, wherever the level lies.

## The theorems in words

The function `lorentzian e h w` is $A(w)$, and `bandEnergy e h L` is $E(L)$. All quantities are real numbers, with $e$, $h$ and $L$ expressed in one common energy unit, so that $\ln L$ is the logarithm of a number. The Fermi level is at zero, and the level carries total weight one, without a spin factor.

The occupied half-line is `Set.Iic 0`, the set of all $w\le0$; including the end point makes no difference to an integral. The theorem `occupation_integrable` says that $A$ is integrable on this set. This is the finiteness of the occupation, and no value for it is given.

The central statement is `bandEnergy_div_log_tendsto`. Its expression `Tendsto (fun L => bandEnergy e h L / Real.log L) atTop (𝓝 (-(h / π)))` reads: as $L$ grows without bound, $E(L)/\ln L$ approaches $-h/\pi$. It holds for every real $e$, so the level may lie below, at or above the Fermi level.

Four further theorems describe the divergence more closely:

- `bandEnergy_add_log_tendsto` gives the convergence to the constant $C$.
- `bandEnergy_tendsto_atBot` says that $E(L)\to-\infty$.
- `bandEnergy_not_integrable` says that $w\,A(w)$ is not integrable on the occupied half-line.
- `bandEnergy_rescale_cutoff` gives the shift $-\frac h\pi\ln k$ for a factor $k>0$.

The model has one level, a width independent of energy and a sharp Fermi step. It contains no interaction beyond what the constant $h$ represents, and it makes no statement about broadening functions with faster tails or about widths that vary with energy.

## What goes wrong at zero width

The only condition on the level is $h>0$. Suppose it were relaxed to $h\ge0$, and take $h=0$ and $e=-1$. Then $A(w)=0$ for every $w\ne-1$, so $E(L)=0$ for every $L$. The band energy does not tend to $-\infty$, and $w\,A(w)$ is integrable. Both divergence statements are false in this case.

The law with the constant fails too: Lean evaluates $e/h$ as $0$ when $h=0$, so $C$ would be $-\frac12$, while $E(L)+\frac h\pi\ln L$ is $0$ for every $L$. The quotient law survives, because it then merely says that zero tends to zero. Physically, a level of zero width should carry a delta function of weight one, which the formula for $A$ does not produce when $h=0$ is inserted.

## The complete Lean file

```lean
import Mathlib

open Real Filter Topology MeasureTheory

namespace LorentzianBandEnergy

noncomputable section

/-- Lorentzian spectral function of a level at energy `e` with half-width `h`, for `h > 0`. -/
def lorentzian (e h w : ℝ) : ℝ := (h / π) / ((w - e) ^ 2 + h ^ 2)

/-- Band energy of the broadened level with `h > 0`: the first moment of the spectral function
between the lower cutoff `-L` and the Fermi level at zero. -/
def bandEnergy (e h L : ℝ) : ℝ := ∫ w in (-L)..0, w * lorentzian e h w

/-- For positive broadening the spectral function is integrable over all energies up to the
Fermi level: the occupation is finite. -/
theorem occupation_integrable (e : ℝ) {h : ℝ} (hh : 0 < h) :
    IntegrableOn (lorentzian e h) (Set.Iic 0) := by
  -- shift and scale the standard Lorentzian
  have h1 := ((integrable_inv_one_add_sq.comp_div hh.ne').comp_sub_right e).const_mul
    (1 / (π * h))
  have h2 : lorentzian e h = fun w => 1 / (π * h) * (1 + ((w - e) / h) ^ 2)⁻¹ := by
    funext w
    have hD : 0 < (w - e) ^ 2 + h ^ 2 := by positivity
    have hs : 1 + ((w - e) / h) ^ 2 = ((w - e) ^ 2 + h ^ 2) / h ^ 2 := by
      field_simp
      ring
    rw [hs]
    unfold lorentzian
    field_simp
  rw [h2]
  exact h1.integrableOn

/-- For positive broadening, a logarithm plus an arctangent is a primitive of the energy-weighted
spectral function. -/
theorem hasDerivAt_primitive (e : ℝ) {h : ℝ} (hh : 0 < h) (w : ℝ) :
    HasDerivAt (fun x => h / (2 * π) * Real.log ((x - e) ^ 2 + h ^ 2)
      + e / π * Real.arctan ((x - e) / h)) (w * lorentzian e h w) w := by
  have hD : 0 < (w - e) ^ 2 + h ^ 2 := by positivity
  have h0 : HasDerivAt (fun x : ℝ => x - e) 1 w := (hasDerivAt_id' w).sub_const e
  have h1 : HasDerivAt (fun x : ℝ => (x - e) ^ 2 + h ^ 2) (2 * (w - e)) w :=
    ((h0.fun_pow 2).add_const (h ^ 2)).congr_deriv (by norm_num)
  have h2 := (h1.log hD.ne').const_mul (h / (2 * π))
  have h3 := ((h0.div_const h).arctan).const_mul (e / π)
  refine (h2.fun_add h3).congr_deriv ?_
  have hs : 1 + ((w - e) / h) ^ 2 = ((w - e) ^ 2 + h ^ 2) / h ^ 2 := by
    field_simp
    ring
  rw [hs]
  unfold lorentzian
  field_simp
  ring

/-- Closed form of the band energy with cutoff `-L`, for positive broadening. -/
theorem bandEnergy_eq (e : ℝ) {h : ℝ} (hh : 0 < h) (L : ℝ) :
    bandEnergy e h L =
      h / (2 * π) * (Real.log (e ^ 2 + h ^ 2) - Real.log ((L + e) ^ 2 + h ^ 2))
        + e / π * (Real.arctan ((L + e) / h) - Real.arctan (e / h)) := by
  have hc : Continuous (fun w => w * lorentzian e h w) := by
    unfold lorentzian
    refine continuous_id'.mul (continuous_const.div (by fun_prop) (fun w => ?_))
    have hD : 0 < (w - e) ^ 2 + h ^ 2 := by positivity
    exact hD.ne'
  unfold bandEnergy
  rw [intervalIntegral.integral_eq_sub_of_hasDerivAt
    (fun w _ => hasDerivAt_primitive e hh w) (hc.intervalIntegrable _ _)]
  rw [show (0 - e) ^ 2 = e ^ 2 by ring, show (-L - e) ^ 2 = (L + e) ^ 2 by ring,
    show (0 - e) / h = -(e / h) by ring, show (-L - e) / h = -((L + e) / h) by ring,
    Real.arctan_neg, Real.arctan_neg]
  ring

/-- For positive broadening, the band energy plus `(h/π) ln L` converges to an explicit finite
constant as the cutoff is removed. -/
theorem bandEnergy_add_log_tendsto (e : ℝ) {h : ℝ} (hh : 0 < h) :
    Tendsto (fun L => bandEnergy e h L + h / π * Real.log L) atTop
      (𝓝 (h / (2 * π) * Real.log (e ^ 2 + h ^ 2)
        + e / π * (π / 2 - Real.arctan (e / h)))) := by
  have a (c : ℝ) : Tendsto (fun L : ℝ => c / L) atTop (𝓝 0) :=
    tendsto_const_nhds.div_atTop tendsto_id
  -- the remainder of the logarithm vanishes
  have h1 := (((a e).const_add 1).pow 2).add ((a h).pow 2)
  rw [show ((1 : ℝ) + 0) ^ 2 + 0 ^ 2 = 1 by norm_num] at h1
  have h2 := h1.log one_ne_zero
  rw [Real.log_one] at h2
  -- the arctangent saturates
  have h3 : Tendsto (fun L : ℝ => (L + e) / h) atTop atTop :=
    (tendsto_atTop_add_const_right atTop e tendsto_id).atTop_div_const hh
  have h4 : Tendsto (fun L : ℝ => Real.arctan ((L + e) / h)) atTop (𝓝 (π / 2)) :=
    (Real.tendsto_arctan_atTop.mono_right nhdsWithin_le_nhds).comp h3
  have T := (((tendsto_const_nhds (x := Real.log (e ^ 2 + h ^ 2))).sub h2).const_mul
    (h / (2 * π))).add ((h4.sub_const (Real.arctan (e / h))).const_mul (e / π))
  rw [sub_zero] at T
  refine T.congr' ?_
  filter_upwards [eventually_gt_atTop 0] with L hL
  have hp : 0 < (1 + e / L) ^ 2 + (h / L) ^ 2 := by positivity
  have key : Real.log ((L + e) ^ 2 + h ^ 2)
      = 2 * Real.log L + Real.log ((1 + e / L) ^ 2 + (h / L) ^ 2) := by
    have hs : (L + e) ^ 2 + h ^ 2 = L ^ 2 * ((1 + e / L) ^ 2 + (h / L) ^ 2) := by
      field_simp
    rw [hs, Real.log_mul (by positivity) hp.ne', Real.log_pow]
    norm_num
  rw [bandEnergy_eq e hh L, key]
  ring

/-- For positive broadening, the band energy divided by `ln L` tends to `-h/π` as the cutoff
`-L` is moved to minus infinity. -/
theorem bandEnergy_div_log_tendsto (e : ℝ) {h : ℝ} (hh : 0 < h) :
    Tendsto (fun L => bandEnergy e h L / Real.log L) atTop (𝓝 (-(h / π))) := by
  have T := ((bandEnergy_add_log_tendsto e hh).div_atTop Real.tendsto_log_atTop).sub_const
    (h / π)
  rw [zero_sub] at T
  refine T.congr' ?_
  filter_upwards [eventually_gt_atTop 1] with L hL
  have hl : Real.log L ≠ 0 := (Real.log_pos hL).ne'
  rw [add_div, mul_div_cancel_right₀ _ hl]
  ring

/-- For positive broadening, the band energy falls to minus infinity as the cutoff is removed. -/
theorem bandEnergy_tendsto_atBot (e : ℝ) {h : ℝ} (hh : 0 < h) :
    Tendsto (bandEnergy e h) atTop atBot := by
  have ha : 0 < h / π := by positivity
  have hg : Tendsto (fun L => -(h / π * Real.log L)) atTop atBot :=
    tendsto_neg_atTop_atBot.comp (Real.tendsto_log_atTop.const_mul_atTop ha)
  refine ((bandEnergy_add_log_tendsto e hh).add_atBot hg).congr fun L => ?_
  ring

/-- For positive broadening, the energy-weighted spectral function is not integrable over the
energies up to the Fermi level. -/
theorem bandEnergy_not_integrable (e : ℝ) {h : ℝ} (hh : 0 < h) :
    ¬ IntegrableOn (fun w => w * lorentzian e h w) (Set.Iic 0) := by
  intro hi
  -- integrability would force the cutoff integrals to converge
  have T := intervalIntegral_tendsto_integral_Iic 0 hi tendsto_neg_atTop_atBot
  exact not_tendsto_nhds_of_tendsto_atBot (bandEnergy_tendsto_atBot e hh) _ T

/-- For positive broadening, rescaling a large cutoff by a factor `k > 0` shifts the band energy
by an amount that tends to `-(h/π) ln k`, whatever the level energy. -/
theorem bandEnergy_rescale_cutoff (e : ℝ) {h k : ℝ} (hh : 0 < h) (hk : 0 < k) :
    Tendsto (fun L => bandEnergy e h (k * L) - bandEnergy e h L) atTop
      (𝓝 (-(h / π * Real.log k))) := by
  have hkL : Tendsto (fun L : ℝ => k * L) atTop atTop := tendsto_id.const_mul_atTop hk
  have T := (((bandEnergy_add_log_tendsto e hh).comp hkL).sub
    (bandEnergy_add_log_tendsto e hh)).sub_const (h / π * Real.log k)
  rw [sub_self, zero_sub] at T
  refine T.congr' ?_
  filter_upwards [eventually_gt_atTop 0] with L hL
  simp only [Function.comp_apply]
  rw [Real.log_mul hk.ne' hL.ne']
  ring

end

end LorentzianBandEnergy
```

```lean
#print axioms LorentzianBandEnergy.bandEnergy_add_log_tendsto
#print axioms LorentzianBandEnergy.bandEnergy_div_log_tendsto
#print axioms LorentzianBandEnergy.bandEnergy_not_integrable
#print axioms LorentzianBandEnergy.bandEnergy_rescale_cutoff
```

```
'LorentzianBandEnergy.bandEnergy_add_log_tendsto' depends on axioms: [propext, Classical.choice, Quot.sound]
'LorentzianBandEnergy.bandEnergy_div_log_tendsto' depends on axioms: [propext, Classical.choice, Quot.sound]
'LorentzianBandEnergy.bandEnergy_not_integrable' depends on axioms: [propext, Classical.choice, Quot.sound]
'LorentzianBandEnergy.bandEnergy_rescale_cutoff' depends on axioms: [propext, Classical.choice, Quot.sound]
```

## From the primitive to the divergence in Lean

**Integrability of the spectral function.** The proof of `occupation_integrable` starts from Mathlib's `integrable_inv_one_add_sq`, the integrability of $1/(1+x^2)$. It then rescales by $h$, shifts by $e$ and multiplies by $1/(\pi h)$. The step `h2` is the identity that rewrites $A$ in this form. Integrability over the whole line is finally restricted to the half-line.

**The primitive.** `hasDerivAt_primitive` differentiates $F$. The steps `h0` and `h1` differentiate $w-e$ and $(w-e)^2+h^2$; `h2` and `h3` apply the chain rule to the logarithm and the arctangent. The positivity of the denominator, recorded as `hD`, allows the logarithm to be differentiated. What remains is the algebra that recombines the two terms into $w\,A(w)$, carried out by `field_simp` and `ring`.

**The closed form.** `bandEnergy_eq` is the fundamental theorem of calculus applied to this primitive. Mathlib's version also asks that the integrand be integrable on the interval, which follows from its continuity, `hc`. The rewriting afterwards uses the oddness of the arctangent, as in the derivation by hand. The formula holds for every real $L$, with the usual sign convention when the limits of integration are in reverse order.

**The law with the constant.** In `bandEnergy_add_log_tendsto`, the steps `h1` and `h2` show that the remainder $r(L)$ vanishes, and `h3` and `h4` show that the arctangent tends to $\pi/2$. These limits are combined into `T`, which concerns an expression that does not yet mention `bandEnergy`. The command `T.congr'` transfers the limit to the desired function, provided that the two functions agree for all sufficiently large $L$. Here `filter_upwards` supplies the condition $L>0$, under which `key` is the splitting of the logarithm into $2\ln L+r(L)$.

**The quotient.** `bandEnergy_div_log_tendsto` uses `div_atTop`: a convergent function divided by one that tends to infinity tends to zero. Subtracting $h/\pi$ gives the limit, and the two expressions are identified for $L>1$, where $\ln L$ is not zero.

**The divergence.** `bandEnergy_tendsto_atBot` adds the convergent quantity to $-\frac h\pi\ln L$ by means of `add_atBot`. The proof of `bandEnergy_not_integrable` is by contradiction. If $w\,A(w)$ were integrable, `intervalIntegral_tendsto_integral_Iic` would make the cutoff integrals converge to a real number, which is incompatible with a limit of $-\infty$.

**The rescaled cutoff.** `bandEnergy_rescale_cutoff` uses the law with the constant twice, once at $kL$ and once at $L$. The first use requires $kL\to\infty$, which is `hkL` and follows from $k>0$. The constants cancel through `sub_self`, and `Real.log_mul` separates $\ln k$ from $\ln L$.
